# Norm balance between the retained and leaked parts of a truncated state under the unitary exp(isX)

In a finite-dimensional model, let X be Hermitian, s real and P an orthogonal projector onto the retained levels, and write U = exp(isX). The theorem `norm_balance` says that a vector v with Pv = v satisfies ‖v‖² = ‖PUPv‖² + ‖(1 − P)UPv‖². The vector need not be normalised; if it is, the two terms are the probabilities of finding the transformed state inside and outside the retained levels, and they add up to one. The attempt first shows that U is unitary, by combining the exponentials of −isX and isX, which commute. It then writes each squared norm as an expectation value in v and adds the two using the identity `leakage_gram`.

In Lean, a first try:

```lean
import Mathlib

open Matrix NormedSpace
open scoped ComplexOrder

namespace NormBalance

noncomputable section

variable {n : Type*} [Fintype n] [DecidableEq n] {X P : Matrix n n ℂ}

/-- The truncation `P A P` of an operator `A` to the levels retained by `P`. -/
def compress (A P : Matrix n n ℂ) : Matrix n n ℂ := P * A * P

/-- The part `(1 - P) A P` of an operator `A` that leads out of the retained levels. -/
def leakage (A P : Matrix n n ℂ) : Matrix n n ℂ := (1 - P) * A * P

/-- The gauge transformation `exp(i s X)` of the full, untruncated model. -/
def gaugePhase (X : Matrix n n ℂ) (s : ℝ) : Matrix n n ℂ :=
  exp (((s : ℂ) * Complex.I) • X)

/-- For an orthogonal projector `P` and any operator `A`, the leakage accounts for the
difference between truncating `Aᴴ A` and multiplying the truncated factors. -/
theorem leakage_gram (hP : P.IsHermitian) (hPP : P * P = P) (A : Matrix n n ℂ) :
    (leakage A P)ᴴ * leakage A P
      = compress (Aᴴ * A) P - (compress A P)ᴴ * compress A P := by
  have hQ : (1 - P) * (1 - P) = 1 - P := by
    linear_combination (norm := noncomm_ring) hPP
  simp only [leakage, compress, conjTranspose_mul, conjTranspose_sub, conjTranspose_one,
    hP.eq]
  calc P * (Aᴴ * (1 - P)) * ((1 - P) * A * P)
      = P * Aᴴ * ((1 - P) * (1 - P)) * A * P := by simp only [mul_assoc]
    _ = P * Aᴴ * (1 - P) * A * P := by rw [hQ]
    _ = P * (Aᴴ * A) * P - P * Aᴴ * P * A * P := by noncomm_ring
    _ = P * (Aᴴ * A) * P - P * Aᴴ * (P * P) * A * P := by rw [hPP]
    _ = P * (Aᴴ * A) * P - P * (Aᴴ * P) * (P * A * P) := by simp only [mul_assoc]

/-- Norm balance: for Hermitian `X` and an orthogonal projector `P`, the squared norm of a
retained state is that of its image under the projected gauge map plus that of the part
which the full gauge transformation sends out of the retained levels. -/
theorem norm_balance (hX : X.IsHermitian) (hP : P.IsHermitian) (hPP : P * P = P)
    (s : ℝ) {v : n → ℂ} (hv : P *ᵥ v = v) :
    star v ⬝ᵥ v =
      star (compress (gaugePhase X s) P *ᵥ v) ⬝ᵥ (compress (gaugePhase X s) P *ᵥ v)
      + star (leakage (gaugePhase X s) P *ᵥ v) ⬝ᵥ (leakage (gaugePhase X s) P *ᵥ v) := by
  -- the full gauge transformation is unitary
  have hU : (gaugePhase X s)ᴴ * gaugePhase X s = 1 := by
    have hA : (((s : ℂ) * Complex.I) • X)ᴴ = -(((s : ℂ) * Complex.I) • X) := by
      rw [conjTranspose_smul, hX.eq, ← neg_smul]
      congr 1
      simp
    rw [gaugePhase, ← Matrix.exp_conjTranspose, hA,
      ← Matrix.exp_add_of_commute _ _ (Commute.neg_left (Commute.refl _)),
      neg_add_cancel, exp_zero]
  have hM : ∀ M : Matrix n n ℂ, star (M *ᵥ v) ⬝ᵥ (M *ᵥ v) = star v ⬝ᵥ ((Mᴴ * M) *ᵥ v) := by
    intro M
    rw [Matrix.star_mulVec, ← Matrix.dotProduct_mulVec, Matrix.mulVec_mulVec]
  have h1 : compress 1 P = P := by rw [compress, mul_one, hPP]
  rw [hM, hM, leakage_gram hP hPP, hU, h1, ← dotProduct_add, ← Matrix.add_mulVec,
    add_sub_cancel, hv]

end

end NormBalance
```

Messages:

```
Main.lean:53:39: error(lean.synthInstanceFailed): failed to synthesize instance of type class
  HasDistribNeg (Matrix ?m.191 ?m.191 ?m.192)

Hint: Type class instance resolution failures can be inspected with the `set_option trace.Meta.synthInstance true` command.
```

The error lies in the proof that U is unitary, at the term `Commute.neg_left (Commute.refl _)`, which is meant to show that −isX commutes with isX. `Commute.neg_left` needs a `HasDistribNeg` instance, which says that negation is compatible with multiplication. Lean elaborates this term before matching the rewrite rule against the goal, and with every matrix left as `_`, nothing yet fixes the index type or the entry type. These are the unknowns `?m.191` and `?m.192` in the message, and the instance search fails on them. Complex matrices do have the instance.

The repair gives `Commute.refl` the explicit matrix `((s : ℂ) * Complex.I) • X`, so the type is known to be `Matrix n n ℂ` and the instance can be found. Writing `.neg_left` after that term applies the same lemma, with the typed term elaborated first. The line break is mere tidying.

Fix (accepted with no message):

```diff
@@ -51,5 +51,6 @@
       simp
     rw [gaugePhase, ← Matrix.exp_conjTranspose, hA,
-      ← Matrix.exp_add_of_commute _ _ (Commute.neg_left (Commute.refl _)),
+      ← Matrix.exp_add_of_commute _ _
+        (Commute.refl (((s : ℂ) * Complex.I) • X)).neg_left,
       neg_add_cancel, exp_zero]
   have hM : ∀ M : Matrix n n ℂ, star (M *ᵥ v) ⬝ᵥ (M *ᵥ v) = star v ⬝ᵥ ((Mᴴ * M) *ᵥ v) := by
```
